# Characters of two coupled equal spins: $J=2j-k$ enters with exchange sign $(-1)^k$

If a rotation has eigenvalues $x$ and $y$ on a spin one-half, then on two such spins the trace of exchange times rotation is $x^2+y^2=(x^2+xy+y^2)-xy$, the character of the symmetric triplet minus that of the antisymmetric singlet. The Lean file below proves the corresponding alternating sum for two equal spins of any size, and sorts its terms by exchange symmetry.

```lean
import Mathlib

open Finset Matrix
open scoped Kronecker

namespace EquivalentSpinPair

variable {R : Type*} [CommRing R]

/-- The weight `x^i y^(a-i)` of the `i`-th magnetic state (`i ≤ a`) of a spin `a/2`, where
`x` and `y` are the eigenvalues of the rotation on a spin one-half. -/
def weight (a : ℕ) (x y : R) (i : ℕ) : R := x ^ i * y ^ (a - i)

/-- The character `h_a(x, y)` of a spin `a/2`: the sum of its `a + 1` weights. -/
def chi (a : ℕ) (x y : R) : R := ∑ i ∈ range (a + 1), weight a x y i

/-- The rotation of a spin `a/2` in the basis of magnetic states. -/
def rotation (a : ℕ) (x y : R) : Matrix (Fin (a + 1)) (Fin (a + 1)) R :=
  Matrix.diagonal fun i => weight a x y i

/-- The exchange operator, which swaps the states of the two particles. -/
def exchange (n R : Type*) [DecidableEq n] [CommRing R] : Matrix (n × n) (n × n) R :=
  Matrix.of fun p q => if q = p.swap then 1 else 0

/-- The sum of the pair weights over `i ≤ j`, one for each symmetric pair state. -/
def symPair (a : ℕ) (x y : R) : R :=
  ∑ j ∈ range (a + 1), ∑ i ∈ range (j + 1), weight a x y i * weight a x y j

/-- The sum of the pair weights over `i < j`, one for each antisymmetric pair state. -/
def antiPair (a : ℕ) (x y : R) : R :=
  ∑ j ∈ range (a + 1), ∑ i ∈ range j, weight a x y i * weight a x y j

lemma weight_sq (a : ℕ) (x y : R) (i : ℕ) :
    weight a x y i * weight a x y i = weight a (x ^ 2) (y ^ 2) i := by
  unfold weight
  ring

lemma chi_succ (n : ℕ) (x y : R) : chi (n + 1) x y = y * chi n x y + x ^ (n + 1) := by
  unfold chi
  rw [Finset.sum_range_succ, Finset.mul_sum]
  congr 1
  · refine Finset.sum_congr rfl fun i hi => ?_
    have h : n + 1 - i = (n - i) + 1 := by
      have := Finset.mem_range.mp hi
      omega
    unfold weight
    rw [h]
    ring
  · simp [weight]

/-- The trace of the exchange operator times `A ⊗ B` is the trace of the one-particle
product `A B`. -/
theorem trace_exchange {n : Type*} [Fintype n] [DecidableEq n] (A B : Matrix n n R) :
    Matrix.trace (exchange n R * (A ⊗ₖ B)) = Matrix.trace (A * B) := by
  have h : ∀ p : n × n, (exchange n R * (A ⊗ₖ B)) p p = A p.2 p.1 * B p.1 p.2 := by
    intro p
    simp [exchange, Matrix.mul_apply]
  calc Matrix.trace (exchange n R * (A ⊗ₖ B))
      = ∑ p : n × n, A p.2 p.1 * B p.1 p.2 := Finset.sum_congr rfl fun p _ => h p
    _ = ∑ i, ∑ k, A k i * B i k := Fintype.sum_prod_type _
    _ = ∑ k, ∑ i, A k i * B i k := Finset.sum_comm
    _ = Matrix.trace (A * B) := by
      simp only [Matrix.trace, Matrix.diag_apply, Matrix.mul_apply]

/-- For two equal spins `a/2`, the trace of exchange times the common rotation is the
one-particle character at the squared eigenvalues. -/
theorem trace_exchange_rotation (a : ℕ) (x y : R) :
    Matrix.trace (exchange (Fin (a + 1)) R * (rotation a x y ⊗ₖ rotation a x y))
      = chi a (x ^ 2) (y ^ 2) := by
  rw [trace_exchange, rotation, Matrix.diagonal_mul_diagonal, Matrix.trace_diagonal]
  simp only [weight_sq]
  exact Fin.sum_univ_eq_sum_range (fun i => weight a (x ^ 2) (y ^ 2) i) (a + 1)

/-- The character of the integer spin `a + 1` splits into its even and odd powers of `x`, the even
part being a character at the squared eigenvalues and the odd part `x * y` times another such
character. -/
theorem chi_even_split (a : ℕ) (x y : R) :
    chi (2 * (a + 1)) x y
      = chi (a + 1) (x ^ 2) (y ^ 2) + x * y * chi a (x ^ 2) (y ^ 2) := by
  induction a with
  | zero =>
    simp [chi, weight, Finset.sum_range_succ]
    ring
  | succ a ih =>
    have e : 2 * (a + 1 + 1) = 2 * (a + 1) + 1 + 1 := by ring
    rw [e, chi_succ, chi_succ, ih, chi_succ (a + 1) (x ^ 2), chi_succ a (x ^ 2)]
    ring

/-- The character at the squared eigenvalues is the alternating sum of the characters of
`J = a - k`, for `k = 0, ..., a`, each with the factor `(xy)^k`. -/
theorem chi_squares (a : ℕ) (x y : R) :
    chi a (x ^ 2) (y ^ 2)
      = ∑ k ∈ range (a + 1), (-1) ^ k * (x * y) ^ k * chi (2 * a - 2 * k) x y := by
  induction a with
  | zero => simp [chi, weight]
  | succ a ih =>
    -- the terms with k ≥ 1 are -xy times the sum for the next smaller spin
    have h : ∑ k ∈ range (a + 1), (-1) ^ (k + 1) * (x * y) ^ (k + 1)
        * chi (2 * (a + 1) - 2 * (k + 1)) x y = -(x * y) * chi a (x ^ 2) (y ^ 2) := by
      rw [ih, Finset.mul_sum]
      refine Finset.sum_congr rfl fun k _ => ?_
      have e : 2 * (a + 1) - 2 * (k + 1) = 2 * a - 2 * k := by omega
      rw [e]
      ring
    rw [Finset.sum_range_succ', h, Nat.mul_zero, Nat.sub_zero]
    linear_combination -chi_even_split a x y

/-- Exchange parity of coupled equal spins `j = a/2`: in the trace of exchange times the common
rotation, the character of `J = 2j - k` enters with the sign `(-1)^k` and the factor `(xy)^k`. -/
theorem exchange_parity (a : ℕ) (x y : R) :
    Matrix.trace (exchange (Fin (a + 1)) R * (rotation a x y ⊗ₖ rotation a x y))
      = ∑ k ∈ range (a + 1), (-1) ^ k * (x * y) ^ k * chi (2 * a - 2 * k) x y := by
  rw [trace_exchange_rotation, chi_squares]

lemma symPair_eq (a : ℕ) (x y : R) :
    symPair a x y = antiPair a x y + chi a (x ^ 2) (y ^ 2) := by
  simp only [symPair, antiPair, chi, Finset.sum_range_succ _ (_ : ℕ), ← weight_sq,
    Finset.sum_add_distrib]
  ring

lemma sq_sum (f : ℕ → R) (n : ℕ) : (∑ i ∈ range n, f i) ^ 2
    = 2 * ∑ j ∈ range n, ∑ i ∈ range j, f i * f j + ∑ j ∈ range n, f j * f j := by
  induction n with
  | zero => simp
  | succ n ih =>
    rw [Finset.sum_range_succ, Finset.sum_range_succ, Finset.sum_range_succ,
      ← Finset.sum_mul]
    linear_combination ih

/-- With `P` the exchange operator, the traces of `1 + P` and `1 - P` times the common
rotation are twice the symmetric and twice the antisymmetric pair sums. -/
theorem trace_symmetrizers (a : ℕ) (x y : R) :
    Matrix.trace ((1 + exchange (Fin (a + 1)) R) * (rotation a x y ⊗ₖ rotation a x y))
        = 2 * symPair a x y ∧
    Matrix.trace ((1 - exchange (Fin (a + 1)) R) * (rotation a x y ⊗ₖ rotation a x y))
        = 2 * antiPair a x y := by
  have ht : Matrix.trace (rotation a x y) = chi a x y := by
    rw [rotation, Matrix.trace_diagonal]
    exact Fin.sum_univ_eq_sum_range (fun i => weight a x y i) (a + 1)
  have hq : chi a x y ^ 2 = 2 * antiPair a x y + chi a (x ^ 2) (y ^ 2) := by
    have h := sq_sum (weight a x y) (a + 1)
    simp only [weight_sq] at h
    exact h
  constructor
  · rw [add_mul, one_mul, Matrix.trace_add, Matrix.trace_kronecker, ht,
      trace_exchange_rotation]
    linear_combination hq - 2 * symPair_eq a x y
  · rw [sub_mul, one_mul, Matrix.trace_sub, Matrix.trace_kronecker, ht,
      trace_exchange_rotation]
    linear_combination hq

/-- The antisymmetric pair sum of two spins `(a+1)/2` is `xy` times the symmetric pair sum
of two spins `a/2`. -/
theorem antiPair_succ (a : ℕ) (x y : R) :
    antiPair (a + 1) x y = x * y * symPair a x y := by
  unfold antiPair symPair
  rw [Finset.sum_range_succ', Finset.range_zero, Finset.sum_empty, add_zero, Finset.mul_sum]
  refine Finset.sum_congr rfl fun j hj => ?_
  rw [Finset.mul_sum]
  refine Finset.sum_congr rfl fun i hi => ?_
  -- lowering the larger index by one turns i < j + 1 into i ≤ j
  have h1 : a + 1 - i = (a - i) + 1 := by
    have := Finset.mem_range.mp hj
    have := Finset.mem_range.mp hi
    omega
  have h2 : a + 1 - (j + 1) = a - j := by omega
  unfold weight
  rw [h1, h2]
  ring

/-- Two equal spins `j = a/2`: the symmetric pair sum consists of the characters of
`J = 2j - k` with `k` even, the antisymmetric one of those with `k` odd, each with the
factor `(xy)^k`. -/
theorem pair_terms (a : ℕ) (x y : R) :
    symPair a x y
        = ∑ k ∈ range (a + 1) with Even k, (x * y) ^ k * chi (2 * (a - k)) x y ∧
    antiPair a x y
        = ∑ k ∈ range (a + 1) with Odd k, (x * y) ^ k * chi (2 * (a - k)) x y := by
  induction a with
  | zero => simp [symPair, antiPair, weight, chi, Finset.sum_filter]
  | succ a ih =>
    obtain ⟨hs, ha⟩ := ih
    simp only [Finset.sum_filter] at hs ha ⊢
    constructor
    · -- the top value of J is symmetric, the rest comes from the smaller antisymmetric pair
      have h1 : symPair (a + 1) x y = chi (2 * (a + 1)) x y + x * y * antiPair a x y := by
        linear_combination symPair_eq (a + 1) x y + antiPair_succ a x y
          + x * y * symPair_eq a x y - chi_even_split a x y
      rw [Finset.sum_range_succ', h1, ha, Finset.mul_sum, add_comm (chi (2 * (a + 1)) x y)]
      congr 1
      · refine Finset.sum_congr rfl fun k _ => ?_
        have e : Even (k + 1) ↔ Odd k := by rw [Nat.even_add_one, Nat.not_even_iff_odd]
        simp only [e, Nat.add_sub_add_right]
        split_ifs <;> ring
      · simp
    · rw [Finset.sum_range_succ', antiPair_succ, hs, Finset.mul_sum,
        if_neg (by simp : ¬ Odd (0 : ℕ)), add_zero]
      refine Finset.sum_congr rfl fun k _ => ?_
      have e : Odd (k + 1) ↔ Even k := by
        rw [← Nat.not_even_iff_odd, Nat.even_add_one, not_not]
      simp only [e, Nat.add_sub_add_right]
      split_ifs <;> ring

end EquivalentSpinPair
```

```lean
#print axioms EquivalentSpinPair.exchange_parity
#print axioms EquivalentSpinPair.trace_symmetrizers
#print axioms EquivalentSpinPair.pair_terms
```

```
'EquivalentSpinPair.exchange_parity' depends on axioms: [propext, Classical.choice, Quot.sound]
'EquivalentSpinPair.trace_symmetrizers' depends on axioms: [propext, Classical.choice, Quot.sound]
'EquivalentSpinPair.pair_terms' depends on axioms: [propext, Classical.choice, Quot.sound]
```

## Rotations, exchange and pair sums

The natural number $a$ is twice the spin, $j=a/2$, so half-integer and integer spins are treated together. The magnetic states are numbered $i=0,\dots,a$, with $m=i-a/2$, and state $i$ has the rotation eigenvalue $w_i=x^iy^{a-i}$, which is `weight a x y i`. The character is their sum,

$$h_a(x,y)=\sum_{i=0}^{a}x^iy^{a-i},$$

written `chi a x y`. The one-particle rotation $D$ is the diagonal matrix `rotation a x y`, and the common rotation of both particles is $D\otimes D$. The exchange operator $P$ is the permutation matrix `exchange`, which swaps the two labels of a product state.

For a physical rotation by an angle $\varphi$ about the quantisation axis, $x=e^{-\mathrm{i}\varphi/2}$ and $y=e^{\mathrm{i}\varphi/2}$ with the imaginary unit $\mathrm{i}$, so $xy=1$ and the factors $(xy)^k$ below disappear. The file keeps $x$ and $y$ as arbitrary elements of a commutative ring `R`, and then these factors are needed to balance the degrees.

The symmetric pair states are $|ii\rangle$ and, for $i<j$, $(|ij\rangle+|ji\rangle)/\sqrt2$; the antisymmetric ones are $(|ij\rangle-|ji\rangle)/\sqrt2$. Here $j$ is a state index, as in the code. Each is an eigenvector of $D\otimes D$ with eigenvalue $w_iw_j$, so the two characters are

$$S_a=\sum_{i\le j}w_iw_j,\qquad A_a=\sum_{i<j}w_iw_j,$$

which are `symPair` and `antiPair`.

## The sign and the sorted terms

The theorem `exchange_parity` states that, for every natural $a$,

$$\operatorname{tr}\bigl(P(D\otimes D)\bigr)=\sum_{k=0}^{a}(-1)^k(xy)^k\,h_{2a-2k}(x,y).$$

The index of $h$ is twice the total spin, so the $k$-th term belongs to $J=a-k=2j-k$, with $j$ the spin. The theorem `chi_squares` gives the same sum for $h_a(x^2,y^2)$.

An alternating sum alone does not say which characters make up the symmetric part and which the antisymmetric part. That is the content of `pair_terms`:

$$S_a=\sum_{k\ \text{even}}(xy)^kh_{2(a-k)}(x,y),\qquad A_a=\sum_{k\ \text{odd}}(xy)^kh_{2(a-k)}(x,y),$$

with $0\le k\le a$ in both sums. The theorem `trace_symmetrizers` ties $S_a$ and $A_a$ to the operators $1\pm P$, whose halves are the projectors onto the two symmetry types when $R=\mathbb C$.

These are statements about traces. The file constructs no $J^2$ operator, coupled states or Clebsch–Gordan coefficients; passing from characters to multiplets relies on the familiar fact that a finite-dimensional representation of SU(2) is fixed by its character.

For two electrons in one subshell (same $n$ and $l$), whose total state must be antisymmetric, this sorting underlies the list of allowed terms. With orbital angular momentum $l$ one has $a=2l$ and $L=2l-k$, so even $L$ is orbitally symmetric and pairs with the spin singlet, while odd $L$ pairs with the triplet.

## Exchange leaves a sum of squares

For one-particle matrices $A$ and $B$, the diagonal element of $P(A\otimes B)$ at the pair of state indices $(i,k)$ is the element of $A\otimes B$ from row $(k,i)$ and column $(i,k)$, namely $A_{ki}B_{ik}$. Hence

$$\operatorname{tr}\bigl(P(A\otimes B)\bigr)=\sum_{i,k}A_{ki}B_{ik}=\operatorname{tr}(AB).$$

This is `trace_exchange`, where the `calc` block follows the same line. With $A=B=D$ the result is $\sum_iw_i^2$. Since $w_i^2=(x^2)^i(y^2)^{a-i}$ (`weight_sq`), the trace equals $h_a(x^2,y^2)$, as `trace_exchange_rotation` states.

The ordinary trace is $\operatorname{tr}(D\otimes D)=h_a(x,y)^2$. Expanding the square gives each product with $i<j$ twice and each square once:

$$h_a(x,y)^2=2A_a+h_a(x^2,y^2).$$

The lemma `sq_sum` proves this expansion for any finite sequence by induction. Separating the terms $i=j$ from $S_a$ gives $S_a=A_a+h_a(x^2,y^2)$, which is `symPair_eq`. Adding and subtracting the two traces then yields

$$\operatorname{tr}\bigl((1+P)(D\otimes D)\bigr)=2S_a,\qquad \operatorname{tr}\bigl((1-P)(D\otimes D)\bigr)=2A_a.$$

## Even and odd powers give the alternating sum

In $h_{2a+2}(x,y)=\sum_i x^iy^{2a+2-i}$, the even powers $i=2r$ contribute $(x^2)^r(y^2)^{a+1-r}$ for $0\le r\le a+1$. The odd powers $i=2r+1$ contribute $xy\,(x^2)^r(y^2)^{a-r}$ for $0\le r\le a$. Therefore

$$h_{2a+2}(x,y)=h_{a+1}(x^2,y^2)+xy\,h_a(x^2,y^2).$$

Lean proves this as `chi_even_split` by induction on $a$, using the recursion $h_{n+1}(x,y)=y\,h_n(x,y)+x^{n+1}$ from `chi_succ` twice on the left and once in each term on the right.

Solved for the first term on the right, the split reads

$$h_{a+1}(x^2,y^2)=h_{2a+2}(x,y)-xy\,h_a(x^2,y^2).$$

At $a=0$ the alternating sum is $1=1$. If it holds for $a$, multiplying it by $-xy$ turns the $k$-th term into

$$(-1)^{k+1}(xy)^{k+1}h_{2(a+1)-2(k+1)}(x,y),$$

which is term $k+1$ of the sum for $a+1$. The missing term $k=0$ is $h_{2a+2}(x,y)$. In the proof of `chi_squares`, the local statement `h` is this shift, and the closing `linear_combination` inserts the split.

## Lowering one index sorts the terms

Take an antisymmetric pair for $a+1$ and write its larger index as $j+1$, so that $i\le j\le a$. Its weight is

$$x^iy^{a+1-i}\,x^{j+1}y^{a-j}=xy\,(x^iy^{a-i})(x^jy^{a-j}).$$

The right side is $xy$ times the weight of a symmetric pair for $a$, and every such pair occurs once. This gives `antiPair_succ`:

$$A_{a+1}=xy\,S_a.$$

For the symmetric sum, the relations already found combine to

$$\begin{aligned}S_{a+1}&=A_{a+1}+h_{a+1}(x^2,y^2)\\&=xy\,S_a+h_{2a+2}(x,y)-xy\,h_a(x^2,y^2)\\&=h_{2a+2}(x,y)+xy\,A_a.\end{aligned}$$

The induction for `pair_terms` starts from $S_0=1$ and $A_0=0$. In each step, multiplication by $xy$ raises $k$ by one and so exchanges even and odd. The old symmetric terms become the new antisymmetric ones, the old antisymmetric terms become symmetric, and the new highest spin, $k=0$, joins the symmetric sum. In Lean, `h1` is the relation for $S_{a+1}$, and the two statements `e` record the change of parity.

## Two p electrons at $x=2$, $y=1$

These values check the algebra; they do not belong to a physical rotation, which has $|x|=|y|=1$ and $xy=1$. For $a=2$ the weights are $1,2,4$. The exchange trace is $1+4+16=21$, and the characters of $L=2,1,0$ are $h_4=31$, $h_2=7$ and $h_0=1$. With $xy=2$ the alternating sum is

$$31-2\cdot7+4\cdot1=21.$$

The antisymmetric pairs give $1\cdot2+1\cdot4+2\cdot4=14=2\cdot7$, which is $L=1$ alone. The symmetric pairs give $14+21=35=31+4$, which is $L=2$ and $L=0$. Combined with the spin singlet and triplet, these are the terms $^1D$, $^3P$ and $^1S$ of the configuration $p^2$.
